# Uniaxial strain can reveal the sign of a Luttinger parameter that unstrained bands hide

Near the top of the valence band of a cubic semiconductor such as germanium, four states behave like a spin 3/2, and the Luttinger matrix describes their energies by three parameters $g_1,g_2,g_3$. Along $z$, the sign of $g_2$ decides whether the states with $|m|=3/2$ or those with $|m|=1/2$ lie lower. Suppose that the parameters are fitted to band energies alone. Can the fit find that sign?

## Four levels from one square

Write $k^2=k_x^2+k_y^2+k_z^2$ and take units with $\hbar^2/2m_0=1$, where $m_0$ is the free-electron mass. Energies are hole energies, counted downwards from the unstrained band top; electron energies have the opposite sign. With a strain energy $s$, the matrix is

$$H=(g_1+\tfrac52g_2)k^2-2g_2\sum_i k_i^2J_i^2-2g_3\sum_{i<j}k_ik_j(J_iJ_j+J_jJ_i)+s(J_z^2-\tfrac54).$$

In the basis $m=\tfrac32,\tfrac12,-\tfrac12,-\tfrac32$, $J_x^2$ and $J_y^2$ both have diagonal $(\tfrac34,\tfrac74,\tfrac74,\tfrac34)$, and $J_z^2$ has $(\tfrac94,\tfrac14,\tfrac14,\tfrac94)$. The diagonal of $H$ is therefore $D+Q,\,D-Q,\,D-Q,\,D+Q$, with

$$D=g_1k^2,\qquad Q=s+g_2(k_x^2+k_y^2-2k_z^2).$$

The entries $\pm\sqrt3/2$ of $J_x^2$ and $J_y^2$, together with the mixed products, give the rest:

$$H-D=\begin{pmatrix}Q&L&M&0\\L^*&-Q&0&M\\M^*&0&-Q&-L\\0&M^*&-L^*&Q\end{pmatrix},$$

$$L=-2\sqrt3\,g_3k_z(k_x-ik_y),\qquad M=\sqrt3\,[-g_2(k_x^2-k_y^2)+2ig_3k_xk_y].$$

Squaring this matrix cancels every off-diagonal entry and leaves $(H-D)^2=E^2$, where

$$E^2=Q^2+|L|^2+|M|^2=Q^2+3g_2^2(k_x^2-k_y^2)^2+12g_3^2(k_x^2k_y^2+k_y^2k_z^2+k_z^2k_x^2).$$

Since $H-D$ is Hermitian and traceless, its eigenvalues are $E$ and $-E$, each counted twice. The characteristic polynomial is $((X-D)^2-E^2)^2$.

At $s=0$, only $g_2^2$ and $g_3^2$ enter, so both signs are invisible. With strain, $Q^2$ contains the cross term $2sg_2(k_x^2+k_y^2-2k_z^2)$, and reversing $g_2$ lowers $E^2$ by twice that term. The polynomial at $k$ is unchanged exactly when the term vanishes: at $X=D$ it equals $E^4$, which fixes $E^2\ge0$.

At $k=(0,0,q)$, $E=|s-2g_2q^2|$, and the doublets are split by $2|s-2g_2q^2|$. Reversing $g_2$ gives $2|s+2g_2q^2|$. The squares of the two absolute values differ by $8sg_2q^2$, so the splittings differ exactly when $s$, $g_2$ and $q$ are all nonzero.

For fits of this four-band model, unstrained energies leave the signs open, while strained ones can fix that of $g_2$ if the sign of $s$ is known.

## The matrices in Lean

The spin matrices are entered explicitly, with `r₃` for $\sqrt3$ as a complex number.

```lean
import Mathlib

open Polynomial

namespace LuttingerSigns

noncomputable section

local notation "r₃" => ((√3 : ℝ) : ℂ)

/-- The spin-3/2 matrix of the x component, in the basis m = 3/2, 1/2, -1/2, -3/2. -/
def Jx : Matrix (Fin 4) (Fin 4) ℂ :=
  !![0, r₃ / 2, 0, 0; r₃ / 2, 0, 1, 0; 0, 1, 0, r₃ / 2; 0, 0, r₃ / 2, 0]

/-- The spin-3/2 matrix of the y component, in the same basis. -/
def Jy : Matrix (Fin 4) (Fin 4) ℂ :=
  !![0, -Complex.I * r₃ / 2, 0, 0; Complex.I * r₃ / 2, 0, -Complex.I, 0;
     0, Complex.I, 0, -Complex.I * r₃ / 2; 0, 0, Complex.I * r₃ / 2, 0]

/-- The spin-3/2 matrix of the z component, in the same basis. -/
def Jz : Matrix (Fin 4) (Fin 4) ℂ :=
  !![3 / 2, 0, 0, 0; 0, 1 / 2, 0, 0; 0, 0, -1 / 2, 0; 0, 0, 0, -3 / 2]
```

The parameters and wave-vector components are real. The model leaves out the split-off band and terms linear in $k$. The strain is uniaxial along $z$, and its uniform shift is omitted. At $k=0$ the states with $|m|=3/2$ have hole energy `s` and those with $|m|=1/2$ have `-s`, so `s` is negative when the strain puts the $|m|=3/2$ states at the top of the valence band. Sign conventions for deformation potentials differ, so this order is the safer guide to the sign of `s`.

```lean
/-- The Luttinger matrix of a cubic crystal with parameters g1, g2, g3 at wave vector k. -/
def luttinger (g1 g2 g3 kx ky kz : ℝ) : Matrix (Fin 4) (Fin 4) ℂ :=
  ((g1 + 5 / 2 * g2) * (kx ^ 2 + ky ^ 2 + kz ^ 2) : ℂ) • 1
    - (2 * g2 : ℂ) • ((kx ^ 2 : ℂ) • (Jx * Jx) + (ky ^ 2 : ℂ) • (Jy * Jy)
        + (kz ^ 2 : ℂ) • (Jz * Jz))
    - (2 * g3 : ℂ) • ((kx * ky : ℂ) • (Jx * Jy + Jy * Jx)
        + (ky * kz : ℂ) • (Jy * Jz + Jz * Jy) + (kz * kx : ℂ) • (Jz * Jx + Jx * Jz))

/-- The Luttinger matrix with the uniaxial strain term s (Jz² - 5/4) added. -/
def strained (g1 g2 g3 s kx ky kz : ℝ) : Matrix (Fin 4) (Fin 4) ℂ :=
  luttinger g1 g2 g3 kx ky kz + (s : ℂ) • (Jz * Jz - (5 / 4 : ℂ) • 1)
```

`offsetSq` is $E^2$. In `block`, the primed entries take the places of $L^*$ and $M^*$ but may be arbitrary.

```lean
/-- The squared distance of the strained bands from their centre g1 k². -/
def offsetSq (g2 g3 s kx ky kz : ℝ) : ℝ :=
  (s + g2 * (kx ^ 2 + ky ^ 2 - 2 * kz ^ 2)) ^ 2 + 3 * g2 ^ 2 * (kx ^ 2 - ky ^ 2) ^ 2
    + 12 * g3 ^ 2 * (kx ^ 2 * ky ^ 2 + ky ^ 2 * kz ^ 2 + kz ^ 2 * kx ^ 2)

/-- The block pattern shared by the Luttinger matrices with and without strain. -/
def block (D Q L L' M M' : ℂ) : Matrix (Fin 4) (Fin 4) ℂ :=
  !![D + Q, L, M, 0; L', D - Q, 0, M; M', 0, D - Q, -L; 0, M', -L', D + Q]
```

## The characteristic polynomial at every real k

The products are checked entry by entry, with $\sqrt3$ and $i$ replaced by letters of which only the squares are known.

```lean
set_option maxHeartbeats 400000 in
/-- The squares and the symmetrised products of the spin-3/2 matrices. -/
theorem spin_products :
    Jx * Jx = !![3 / 4, 0, r₃ / 2, 0; 0, 7 / 4, 0, r₃ / 2;
      r₃ / 2, 0, 7 / 4, 0; 0, r₃ / 2, 0, 3 / 4] ∧
    Jy * Jy = !![3 / 4, 0, -r₃ / 2, 0; 0, 7 / 4, 0, -r₃ / 2;
      -r₃ / 2, 0, 7 / 4, 0; 0, -r₃ / 2, 0, 3 / 4] ∧
    Jz * Jz = !![9 / 4, 0, 0, 0; 0, 1 / 4, 0, 0; 0, 0, 1 / 4, 0; 0, 0, 0, 9 / 4] ∧
    Jx * Jy + Jy * Jx = !![0, 0, -Complex.I * r₃, 0; 0, 0, 0, -Complex.I * r₃;
      Complex.I * r₃, 0, 0, 0; 0, Complex.I * r₃, 0, 0] ∧
    Jy * Jz + Jz * Jy = !![0, -Complex.I * r₃, 0, 0; Complex.I * r₃, 0, 0, 0;
      0, 0, 0, Complex.I * r₃; 0, 0, -Complex.I * r₃, 0] ∧
    Jz * Jx + Jx * Jz = !![0, r₃, 0, 0; r₃, 0, 0, 0; 0, 0, 0, -r₃; 0, 0, -r₃, 0] := by
  have h3 : r₃ ^ 2 = 3 := by
    exact_mod_cast Real.sq_sqrt (show (0 : ℝ) ≤ 3 by norm_num)
  have hI : Complex.I ^ 2 = -1 := Complex.I_sq
  unfold Jx Jy Jz
  -- only the squares of √3 and i matter
  generalize r₃ = r at h3 ⊢
  generalize Complex.I = w at hI ⊢
  refine ⟨?_, ?_, ?_, ?_, ?_, ?_⟩ <;> ext i j <;> fin_cases i <;> fin_cases j <;>
    simp [Matrix.mul_apply, Fin.sum_univ_succ] <;> grind
```

Where the derivation above squares $H-D$, Lean expands the determinant along its first row, which needs no Hermiticity.

```lean
/-- The characteristic polynomial of a matrix with the block pattern is a perfect square. -/
theorem charpoly_block (D Q L L' M M' : ℂ) : (block D Q L L' M M').charpoly
    = ((X - C D) ^ 2 - C (Q ^ 2 + L * L' + M * M')) ^ 2 := by
  have h : (block D Q L L' M M').charmatrix
      = !![X - C (D + Q), -C L, -C M, 0; -C L', X - C (D - Q), 0, -C M;
           -C M', 0, X - C (D - Q), C L; 0, -C M', C L', X - C (D + Q)] := by
    ext1 i j
    fin_cases i <;> fin_cases j <;> simp [block]
  rw [Matrix.charpoly, h]
  simp [Matrix.det_succ_row_zero, Fin.sum_univ_succ, Fin.succAbove]
  ring
```

Next, `hM` identifies the strained matrix with the block pattern, and the final `linear_combination` computes $Q^2+|L|^2+|M|^2$ using $\sqrt3^{\,2}=3$ and $i^2=-1$.

```lean
set_option maxHeartbeats 400000 in
/-- The characteristic polynomial of the strained Luttinger matrix at any real k: the levels
lie symmetrically about g1 k², at the squared distance `offsetSq`. -/
theorem strained_charpoly (g1 g2 g3 s kx ky kz : ℝ) :
    (strained g1 g2 g3 s kx ky kz).charpoly
      = ((X - C (g1 * (kx ^ 2 + ky ^ 2 + kz ^ 2) : ℂ)) ^ 2
          - C (offsetSq g2 g3 s kx ky kz : ℂ)) ^ 2 := by
  have h3 : r₃ ^ 2 = 3 := by
    exact_mod_cast Real.sq_sqrt (show (0 : ℝ) ≤ 3 by norm_num)
  have hI : Complex.I ^ 2 = -1 := Complex.I_sq
  have hM : strained g1 g2 g3 s kx ky kz = block (g1 * (kx ^ 2 + ky ^ 2 + kz ^ 2))
      (s + g2 * (kx ^ 2 + ky ^ 2 - 2 * kz ^ 2))
      (-2 * r₃ * g3 * kz * (kx - Complex.I * ky)) (-2 * r₃ * g3 * kz * (kx + Complex.I * ky))
      (r₃ * (-g2 * (kx ^ 2 - ky ^ 2) + 2 * Complex.I * g3 * kx * ky))
      (r₃ * (-g2 * (kx ^ 2 - ky ^ 2) - 2 * Complex.I * g3 * kx * ky)) := by
    obtain ⟨hxx, hyy, hzz, hxy, hyz, hzx⟩ := spin_products
    simp only [strained, luttinger, hxx, hyy, hzz, hxy, hyz, hzx]
    generalize r₃ = r
    generalize Complex.I = w
    ext i j
    fin_cases i <;> fin_cases j <;> simp [block] <;> ring
  rw [hM, charpoly_block]
  refine congrArg (fun e : ℂ =>
    ((X - C (g1 * (kx ^ 2 + ky ^ 2 + kz ^ 2) : ℂ)) ^ 2 - C e) ^ 2) ?_
  simp only [offsetSq]
  push_cast
  linear_combination (4 * (g3 : ℂ) ^ 2 * kz ^ 2 * (kx ^ 2 - Complex.I ^ 2 * ky ^ 2)
    + g2 ^ 2 * (kx ^ 2 - ky ^ 2) ^ 2 - 4 * Complex.I ^ 2 * g3 ^ 2 * kx ^ 2 * ky ^ 2) * h3
    - (12 * (g3 : ℂ) ^ 2 * kz ^ 2 * ky ^ 2 + 12 * g3 ^ 2 * kx ^ 2 * ky ^ 2) * hI
```

## Which signs the levels show

The hypotheses `g2' ^ 2 = g2 ^ 2` and `g3' ^ 2 = g3 ^ 2` say that each parameter keeps or reverses its sign, independently of the other. In the spherical model, where $g_3=g_2$, both signs reverse together.

```lean
/-- Without strain, changing the signs of g2 and g3, together or separately, preserves the
characteristic polynomial of the Luttinger matrix at every real k. -/
theorem signs_invisible (g1 g2 g3 g2' g3' kx ky kz : ℝ)
    (h2 : g2' ^ 2 = g2 ^ 2) (h3 : g3' ^ 2 = g3 ^ 2) :
    (luttinger g1 g2' g3' kx ky kz).charpoly = (luttinger g1 g2 g3 kx ky kz).charpoly := by
  have h0 : ∀ a b : ℝ, luttinger g1 a b kx ky kz = strained g1 a b 0 kx ky kz := by
    intro a b
    simp [strained]
  have hE : offsetSq g2' g3' 0 kx ky kz = offsetSq g2 g3 0 kx ky kz := by
    unfold offsetSq
    linear_combination ((kx ^ 2 + ky ^ 2 - 2 * kz ^ 2) ^ 2 + 3 * (kx ^ 2 - ky ^ 2) ^ 2) * h2
      + 12 * (kx ^ 2 * ky ^ 2 + ky ^ 2 * kz ^ 2 + kz ^ 2 * kx ^ 2) * h3
  rw [h0, h0, strained_charpoly, strained_charpoly, hE]
```

Under strain, `hd` isolates the change in $E^2$. The forward direction evaluates both polynomials at the band centre and uses `hpos`, the non-negativity of $E^2$, to remove the outer square. Strain along $z$ does not help for wave vectors along $[111]$, where $k_x^2+k_y^2=2k_z^2$.

```lean
/-- Under strain s, reversing g2 (and g3 or not) preserves the characteristic polynomial at k
exactly when s g2 (kx² + ky² - 2 kz²) vanishes. -/
theorem strained_sign_invisible_iff (g1 g2 g3 g3' s kx ky kz : ℝ) (h3 : g3' ^ 2 = g3 ^ 2) :
    (strained g1 (-g2) g3' s kx ky kz).charpoly = (strained g1 g2 g3 s kx ky kz).charpoly
      ↔ s * g2 * (kx ^ 2 + ky ^ 2 - 2 * kz ^ 2) = 0 := by
  have hd : offsetSq (-g2) g3' s kx ky kz = offsetSq g2 g3 s kx ky kz
      - 4 * (s * g2 * (kx ^ 2 + ky ^ 2 - 2 * kz ^ 2)) := by
    unfold offsetSq
    linear_combination 12 * (kx ^ 2 * ky ^ 2 + ky ^ 2 * kz ^ 2 + kz ^ 2 * kx ^ 2) * h3
  have hpos : ∀ a b : ℝ, 0 ≤ offsetSq a b s kx ky kz := by
    intro a b
    unfold offsetSq
    positivity
  rw [strained_charpoly, strained_charpoly]
  constructor
  · intro h
    -- evaluate both polynomials at the band centre
    have he := congrArg (eval (g1 * (kx ^ 2 + ky ^ 2 + kz ^ 2) : ℂ)) h
    simp only [eval_pow, eval_sub, eval_X, eval_C, sub_self] at he
    have hc : (offsetSq (-g2) g3' s kx ky kz : ℂ) ^ 2
        = (offsetSq g2 g3 s kx ky kz : ℂ) ^ 2 := by
      linear_combination he
    have hr : offsetSq (-g2) g3' s kx ky kz ^ 2 = offsetSq g2 g3 s kx ky kz ^ 2 := by
      exact_mod_cast hc
    have := (sq_eq_sq₀ (hpos _ _) (hpos _ _)).mp hr
    linarith
  · intro h
    rw [hd, h, mul_zero, sub_zero]
```

## The splitting along z

The first theorem factors the polynomial into two doubly counted levels, whose distance is the splitting. The second compares that distance for $g_2$ and $-g_2$ as a statement about real numbers: if any of the three quantities is zero the two expressions agree, and otherwise squaring gives a contradiction.

```lean
/-- At k = (0,0,q) the strained Luttinger matrix has two doubly counted levels,
g1 q² + |s - 2 g2 q²| and g1 q² - |s - 2 g2 q²|. -/
theorem strained_doublets (g1 g2 g3 s q : ℝ) :
    (strained g1 g2 g3 s 0 0 q).charpoly
      = (X - C ((g1 * q ^ 2 + |s - 2 * g2 * q ^ 2| : ℝ) : ℂ)) ^ 2
        * (X - C ((g1 * q ^ 2 - |s - 2 * g2 * q ^ 2| : ℝ) : ℂ)) ^ 2 := by
  have hE : offsetSq g2 g3 s 0 0 q = |s - 2 * g2 * q ^ 2| ^ 2 := by
    rw [sq_abs]
    unfold offsetSq
    ring
  rw [strained_charpoly, hE]
  generalize |s - 2 * g2 * q ^ 2| = d
  push_cast
  simp only [map_add, map_sub, map_mul, map_pow, map_zero]
  ring

/-- The doublet splitting 2|s - 2 g2 q²| changes when g2 is replaced by -g2 exactly when
s, g2 and q are all nonzero. -/
theorem splitting_reveals_sign (g2 s q : ℝ) :
    2 * |s - 2 * g2 * q ^ 2| ≠ 2 * |s - 2 * (-g2) * q ^ 2| ↔ s ≠ 0 ∧ g2 ≠ 0 ∧ q ≠ 0 := by
  constructor
  · intro h
    refine ⟨?_, ?_, ?_⟩ <;> rintro rfl <;> apply h
    · rw [← abs_neg]
      ring_nf
    · ring_nf
    · ring_nf
  · rintro ⟨hs, hg, hq⟩ h
    have hsq := (sq_eq_sq_iff_abs_eq_abs _ _).mpr (mul_left_cancel₀ two_ne_zero h)
    exact mul_ne_zero (mul_ne_zero hs hg) (pow_ne_zero 2 hq)
      (by linear_combination (-1 / 8) * hsq)

end

end LuttingerSigns
```

```lean
#print axioms LuttingerSigns.signs_invisible
-- 'LuttingerSigns.signs_invisible' depends on axioms: [propext, Classical.choice, Quot.sound]
#print axioms LuttingerSigns.strained_sign_invisible_iff
-- 'LuttingerSigns.strained_sign_invisible_iff' depends on axioms: [propext, Classical.choice, Quot.sound]
#print axioms LuttingerSigns.strained_doublets
-- 'LuttingerSigns.strained_doublets' depends on axioms: [propext, Classical.choice, Quot.sound]
#print axioms LuttingerSigns.splitting_reveals_sign
-- 'LuttingerSigns.splitting_reveals_sign' depends on axioms: [propext, Classical.choice, Quot.sound]
```
